# A point dipole with equal second moments has mean image energy $-\langle|p|^2\rangle/(12z^3)$ at height $z$ above a perfect conductor

The metal is represented here by a single image dipole, and Gaussian units are used throughout. The energy of a point dipole $p$ at height $z>0$ above a grounded, perfectly conducting plane is defined as half the dipole-dipole energy between $p$ and its image at depth $z$. Two theorems below support this definition: one identifies the image from the potential on the plane, the other checks the factor one half against the force. That the field above the metal is the field of the dipole plus that of its image is taken from electrostatics. The interaction is instantaneous, so retardation is neglected, and the surface is flat and has no structure.

For a fluctuating dipole, the average runs over a finite list of dipole vectors. The coefficient $1/12$ also appears in the non-retarded van der Waals energy of an atom in a spherically symmetric state facing a perfect conductor, where $\langle|p|^2\rangle$ is a quantum expectation value, whereas here it is a finite weighted sum over classical point dipoles.

```lean
import Mathlib

open Matrix

namespace AtomSurface

noncomputable section
```

## Dipoles, potentials and the halved energy

Vectors are functions `Fin 3 → ℝ`, with components $p_0,p_1,p_2$; component 2 is normal to the surface. The length is $|r|=\sqrt{r\cdot r}$, where `⬝ᵥ` is the scalar product. It is defined explicitly because Mathlib's built-in norm on this type is the largest absolute component, not the Euclidean length.

```lean
/-- Euclidean length of a vector in three-dimensional space. -/
def len (r : Fin 3 → ℝ) : ℝ := √(r ⬝ᵥ r)
```

In Gaussian units the potential of a point dipole at displacement $r$ is
$$\phi_p(r)=\frac{p\cdot r}{|r|^3}.$$

```lean
/-- Electrostatic potential of a point dipole `p` at displacement `r ≠ 0` from it
(Gaussian units). -/
def dipolePotential (p r : Fin 3 → ℝ) : ℝ := p ⬝ᵥ r / len r ^ 3
```

The energy of two dipoles $p$ and $q$ at separation $R$ is
$$U(p,q,R)=\frac{p\cdot q}{|R|^3}-\frac{3(p\cdot R)(q\cdot R)}{|R|^5}.$$

```lean
/-- Interaction energy of two point dipoles `p` and `q` at separation `R ≠ 0`
(Gaussian units). -/
def dipoleEnergy (p q R : Fin 3 → ℝ) : ℝ :=
  p ⬝ᵥ q / len R ^ 3 - 3 * (p ⬝ᵥ R) * (q ⬝ᵥ R) / len R ^ 5
```

The image of $p$ has its components along the surface reversed: $p'=(-p_0,-p_1,p_2)$.

```lean
/-- The image dipole: components along the surface are reversed, the normal one is kept. -/
def image (p : Fin 3 → ℝ) : Fin 3 → ℝ := ![-p 0, -p 1, p 2]
```

Dipole and image are a distance $2z$ apart along the normal, so the surface energy is
$$E(p,z)=\tfrac12\,U\bigl(p,p',(0,0,2z)\bigr).$$

```lean
/-- Half the interaction energy of a dipole at height `z > 0` with its own image. -/
def surfaceEnergy (p : Fin 3 → ℝ) (z : ℝ) : ℝ :=
  dipoleEnergy p (image p) ![0, 0, 2 * z] / 2
```

For configurations $i$ with weights $w_i$, write $\langle f\rangle=\sum_i w_i f_i$. The weights are arbitrary real numbers. When they are non-negative and sum to one, this is the average over a finite probability distribution.

```lean
/-- Weighted sum of a quantity `f` over finitely many configurations with weights `w`; it is the
mean of `f` when the weights are probabilities summing to one. -/
def mean {ι : Type*} [Fintype ι] (w f : ι → ℝ) : ℝ := ∑ i, w i * f i
```

The calculations use the scalar product in components, $a\cdot b=a_0b_0+a_1b_1+a_2b_2$.

```lean
/-- The scalar product written in Cartesian components. -/
lemma dot3 (a b : Fin 3 → ℝ) : a ⬝ᵥ b = a 0 * b 0 + a 1 * b 1 + a 2 * b 2 := by
  rw [dotProduct, Fin.sum_univ_three]
```

## The image follows from zero potential on the plane

Put $p$ at $(0,0,z)$ and an unknown dipole $q$ at $(0,0,-z)$. A surface point $(x,y,0)$ is displaced by $(x,y,-z)$ from the first and by $(x,y,z)$ from the second. Both distances equal $s=\sqrt{x^2+y^2+z^2}$, so the total potential is
$$\frac{(p_0+q_0)x+(p_1+q_1)y+(q_2-p_2)z}{s^3}.$$
Since $s>0$, it vanishes exactly when the numerator does. At $x=y=0$ this gives $q_2=p_2$. The points $(1,0)$ and $(0,1)$ then give $q_0=-p_0$ and $q_1=-p_1$. Conversely, these values make the numerator zero for all $x$ and $y$.

The theorem states this equivalence: the potential vanishes on the whole plane if and only if `q = image p`. The uniqueness is among single point dipoles at the mirror position. In the proof, `key` is the reduction to the numerator, and `h0`, `h1` and `h2` are the conditions at the three surface points.

```lean
/-- A dipole `q` at depth `z` cancels the potential of a dipole `p` at height `z` everywhere
on the surface plane exactly when `q` is the image of `p`. -/
theorem grounded_iff_image (p q : Fin 3 → ℝ) {z : ℝ} (hz : 0 < z) :
    (∀ x y : ℝ, dipolePotential p ![x, y, -z] + dipolePotential q ![x, y, z] = 0) ↔
      q = image p := by
  -- both dipoles are equally far from a surface point, so only the numerators matter
  have key : ∀ x y : ℝ, dipolePotential p ![x, y, -z] + dipolePotential q ![x, y, z] = 0 ↔
      (p 0 + q 0) * x + (p 1 + q 1) * y + (q 2 - p 2) * z = 0 := by
    intro x y
    have l1 : len ![x, y, -z] = √(x ^ 2 + y ^ 2 + z ^ 2) := by
      rw [len, dot3]
      congr 1
      show x * x + y * y + -z * -z = _
      ring
    have l2 : len ![x, y, z] = √(x ^ 2 + y ^ 2 + z ^ 2) := by
      rw [len, dot3]
      congr 1
      show x * x + y * y + z * z = _
      ring
    have e1 : p ⬝ᵥ ![x, y, -z] = p 0 * x + p 1 * y + p 2 * -z := by
      rw [dot3]; rfl
    have e2 : q ⬝ᵥ ![x, y, z] = q 0 * x + q 1 * y + q 2 * z := by
      rw [dot3]; rfl
    have hpos : 0 < √(x ^ 2 + y ^ 2 + z ^ 2) ^ 3 := by positivity
    rw [dipolePotential, dipolePotential, l1, l2, e1, e2, ← add_div, div_eq_zero_iff,
      or_iff_left hpos.ne']
    constructor <;> intro h <;> linear_combination h
  constructor
  · intro h
    -- three surface points fix the three components
    have h0 := (key 0 0).1 (h 0 0)
    have h1 := (key 1 0).1 (h 1 0)
    have h2 := (key 0 1).1 (h 0 1)
    have a0 : q 0 = -p 0 := by linear_combination h1 - h0
    have a1 : q 1 = -p 1 := by linear_combination h2 - h0
    have a2 : q 2 = p 2 := by
      have h3 : (q 2 - p 2) * z = 0 := by linear_combination h0
      rcases mul_eq_zero.1 h3 with h4 | h4 <;> linarith
    funext i
    fin_cases i
    · exact a0
    · exact a1
    · exact a2
  · rintro rfl x y
    refine (key x y).2 ?_
    show (p 0 + -p 0) * x + (p 1 + -p 1) * y + (p 2 - p 2) * z = 0
    ring
```

## Energy at a given height

For a separation $R=(0,0,d)$ with $d>0$, we have $|R|=d$, $p\cdot R=p_2d$ and $q\cdot R=q_2d$. Hence
$$U=\frac{p_0q_0+p_1q_1+p_2q_2}{d^3}-\frac{3p_2q_2d^2}{d^5}
=\frac{p_0q_0+p_1q_1-2p_2q_2}{d^3}.$$
The proof establishes the scalar products as `e` and the length as `l`, substitutes them, and clears the denominators before `ring` compares the two sides.

```lean
/-- Interaction energy of two dipoles separated by a distance `d` along the surface normal. -/
theorem dipoleEnergy_normal (p q : Fin 3 → ℝ) {d : ℝ} (hd : 0 < d) :
    dipoleEnergy p q ![0, 0, d] = (p 0 * q 0 + p 1 * q 1 - 2 * p 2 * q 2) / d ^ 3 := by
  have e : ∀ v : Fin 3 → ℝ, v ⬝ᵥ ![0, 0, d] = v 2 * d := by
    intro v
    rw [dot3]
    show v 0 * 0 + v 1 * 0 + v 2 * d = _
    ring
  have l : len ![0, 0, d] = d := by
    rw [len, e]
    exact Real.sqrt_mul_self hd.le
  have h3 : d ^ 3 ≠ 0 := by positivity
  have h5 : d ^ 5 ≠ 0 := by positivity
  rw [dipoleEnergy, l, e, e, dot3, div_sub_div _ _ h3 h5,
    div_eq_div_iff (mul_ne_zero h3 h5) h3]
  ring
```

Setting $q=p'$ and $d=2z$ turns the numerator into $-(p_0^2+p_1^2+2p_2^2)$ and the denominator into $8z^3$. The half then gives
$$E(p,z)=-\frac{p_0^2+p_1^2+2p_2^2}{16z^3}.$$

```lean
/-- The energy of a dipole at height `z` above the surface is `-(p₀² + p₁² + 2 p₂²) / (16 z³)`. -/
theorem surfaceEnergy_eq (p : Fin 3 → ℝ) {z : ℝ} (hz : 0 < z) :
    surfaceEnergy p z = -(p 0 ^ 2 + p 1 ^ 2 + 2 * p 2 ^ 2) / (16 * z ^ 3) := by
  rw [surfaceEnergy, dipoleEnergy_normal _ _ (by linarith : 0 < 2 * z)]
  show (p 0 * -p 0 + p 1 * -p 1 - 2 * p 2 * p 2) / (2 * z) ^ 3 / 2 = _
  ring
```

## Why the pair energy is halved

The image is not an independent object: it moves when the dipole moves. The force on the dipole, however, comes from the field of the image at its present position, so it is found by varying the dipole's height with the image held fixed. Both energies to be differentiated for the comparison are inverse-cube laws. By the quotient rule, for $x>0$,
$$\frac{d}{dx}\frac{c}{x^3}=\frac{0\cdot x^3-c\cdot3x^2}{x^6}=-\frac{3c}{x^4}.$$

```lean
/-- Derivative of an inverse-cube law. -/
lemma hasDerivAt_inv_cube (c : ℝ) {x : ℝ} (hx : 0 < x) :
    HasDerivAt (fun y : ℝ => c / y ^ 3) (-3 * c / x ^ 4) x := by
  have hp : HasDerivAt (fun y : ℝ => y ^ 3) (3 * x ^ 2) x := by
    simpa using hasDerivAt_pow 3 x
  refine ((hasDerivAt_const x c).fun_div hp (by positivity)).congr_deriv ?_
  rw [div_eq_div_iff (by positivity) (by positivity)]
  ring
```

Let $A=p_0^2+p_1^2+2p_2^2$. With the image fixed at depth $z$ and the dipole at height $h$, the full pair energy is $-A/(h+z)^3$, and its slope at $h=z$ is
$$\frac{3A}{(2z)^4}=\frac{3A}{16z^4}.$$
If the image moves along, the halved energy is $-A/(16z^3)$, whose slope is also $3A/(16z^4)$. The force along the outward normal is minus this slope, so a nonzero dipole is pulled towards the surface.

The theorem states the two derivatives side by side with the same value. The closed forms hold for positive heights, which suffices because a derivative at $z>0$ depends only on nearby heights. The `filter_upwards` steps express this restriction, and `comp_add_const` handles the shift from $h$ to $h+z$.

```lean
/-- Moving the dipole with its image held fixed at depth `z` changes the full pair energy at the
same rate as the halved energy changes when the image moves along. -/
theorem half_energy_gives_force (p : Fin 3 → ℝ) {z : ℝ} (hz : 0 < z) :
    HasDerivAt (fun h => dipoleEnergy p (image p) ![0, 0, h + z])
      (3 * (p 0 ^ 2 + p 1 ^ 2 + 2 * p 2 ^ 2) / (16 * z ^ 4)) z ∧
    HasDerivAt (surfaceEnergy p)
      (3 * (p 0 ^ 2 + p 1 ^ 2 + 2 * p 2 ^ 2) / (16 * z ^ 4)) z := by
  constructor
  · have h1 := HasDerivAt.comp_add_const z z (hasDerivAt_inv_cube
      (-(p 0 ^ 2 + p 1 ^ 2 + 2 * p 2 ^ 2)) (by linarith : 0 < z + z))
    refine (h1.congr_of_eventuallyEq ?_).congr_deriv ?_
    · filter_upwards [Ioi_mem_nhds hz] with h hh
      have hh' : 0 < h := hh
      rw [dipoleEnergy_normal _ _ (by linarith : 0 < h + z)]
      show (p 0 * -p 0 + p 1 * -p 1 - 2 * p 2 * p 2) / (h + z) ^ 3 = _
      ring
    · rw [← two_mul]
      ring
  · have h2 := hasDerivAt_inv_cube (-(p 0 ^ 2 + p 1 ^ 2 + 2 * p 2 ^ 2) / 16) hz
    refine (h2.congr_of_eventuallyEq ?_).congr_deriv (by ring)
    filter_upwards [Ioi_mem_nhds hz] with h hh
    rw [surfaceEnergy_eq p hh]
    ring
```

## Dependence on orientation

With $|p|^2=p_0^2+p_1^2+p_2^2$, the energy can be written in two ways:
$$E=-\frac{|p|^2}{8z^3}+\frac{p_0^2+p_1^2}{16z^3}
=-\frac{|p|^2}{16z^3}-\frac{p_2^2}{16z^3}.$$
The first form shows that $E\ge-|p|^2/(8z^3)$, the second that $E\le-|p|^2/(16z^3)$. The lower bound is attained exactly when $p_0^2+p_1^2=0$, that is, when both components along the surface vanish. This includes the zero dipole, for which all three quantities are zero.

The identities appear in the proof as `lo` and `up`. The non-negativity of the added and subtracted terms gives the inequalities, and a vanishing sum of squares settles the case of equality.

```lean
/-- The energy lies between `-|p|²/(8 z³)` and `-|p|²/(16 z³)`, and the lower value is reached
exactly when both components along the surface vanish. -/
theorem orientation_bounds (p : Fin 3 → ℝ) {z : ℝ} (hz : 0 < z) :
    -(p ⬝ᵥ p) / (8 * z ^ 3) ≤ surfaceEnergy p z ∧
    surfaceEnergy p z ≤ -(p ⬝ᵥ p) / (16 * z ^ 3) ∧
    (surfaceEnergy p z = -(p ⬝ᵥ p) / (8 * z ^ 3) ↔ p 0 = 0 ∧ p 1 = 0) := by
  have lo : surfaceEnergy p z =
      -(p ⬝ᵥ p) / (8 * z ^ 3) + (p 0 ^ 2 + p 1 ^ 2) / (16 * z ^ 3) := by
    rw [surfaceEnergy_eq p hz, dot3]; ring
  have up : surfaceEnergy p z = -(p ⬝ᵥ p) / (16 * z ^ 3) - p 2 ^ 2 / (16 * z ^ 3) := by
    rw [surfaceEnergy_eq p hz, dot3]; ring
  have n1 : 0 ≤ (p 0 ^ 2 + p 1 ^ 2) / (16 * z ^ 3) := by positivity
  have n2 : 0 ≤ p 2 ^ 2 / (16 * z ^ 3) := by positivity
  refine ⟨by linarith, by linarith, ?_, ?_⟩
  · intro h
    have h0 : (p 0 ^ 2 + p 1 ^ 2) / (16 * z ^ 3) = 0 := by linarith
    have hd : 16 * z ^ 3 ≠ 0 := by positivity
    have hs := (div_eq_zero_iff.1 h0).resolve_right hd
    exact ⟨(pow_eq_zero_iff two_ne_zero).1 (by nlinarith [sq_nonneg (p 0), sq_nonneg (p 1)]),
      (pow_eq_zero_iff two_ne_zero).1 (by nlinarith [sq_nonneg (p 0), sq_nonneg (p 1)])⟩
  · rintro ⟨a, b⟩
    rw [lo, a, b]
    ring
```

## Averaging over a fluctuating dipole

Now let $p$ depend on the configuration $i$. Since $p_0^2+p_1^2+2p_2^2=|p|^2+p_2^2$, summing with the weights gives
$$\langle E\rangle=-\frac{\langle|p|^2\rangle+\langle p_2^2\rangle}{16z^3}.$$
No symmetry is assumed at this stage. Correlations such as $\langle p_0p_1\rangle$ do not enter, because the energy contains only squares of components. The proof combines the sums and compares them term by term.

```lean
variable {ι : Type*} [Fintype ι] (w : ι → ℝ) (p : ι → Fin 3 → ℝ)

/-- The mean energy of a fluctuating dipole is fixed by the mean of `|p|²` and the mean square
of the normal component. -/
theorem mean_surfaceEnergy {z : ℝ} (hz : 0 < z) :
    mean w (fun i => surfaceEnergy (p i) z) =
      -(mean w (fun i => p i ⬝ᵥ p i) + mean w (fun i => p i 2 ^ 2)) / (16 * z ^ 3) := by
  simp only [mean]
  rw [← Finset.sum_add_distrib, ← Finset.sum_neg_distrib, Finset.sum_div]
  refine Finset.sum_congr rfl fun i _ => ?_
  rw [surfaceEnergy_eq _ hz, dot3]
  ring
```

This determines when the coefficient is $1/12$. Equating the mean energy with $-\langle|p|^2\rangle/(12z^3)$ and clearing denominators gives
$$12\bigl(\langle|p|^2\rangle+\langle p_2^2\rangle\bigr)=16\langle|p|^2\rangle
\quad\Longleftrightarrow\quad
\langle p_2^2\rangle=\tfrac13\langle|p|^2\rangle.$$
The condition fixes only the share of the normal component in $\langle|p|^2\rangle$, so the two components along the surface may have different second moments. In Lean, `div_eq_div_iff` cross-multiplies, and the common factor $z^3$ is cancelled because it is positive.

```lean
/-- The mean energy equals `-⟨|p|²⟩/(12 z³)` exactly when the normal component carries one third
of the mean square dipole. -/
theorem mean_eq_twelfth_iff {z : ℝ} (hz : 0 < z) :
    mean w (fun i => surfaceEnergy (p i) z) = -mean w (fun i => p i ⬝ᵥ p i) / (12 * z ^ 3) ↔
      mean w (fun i => p i 2 ^ 2) = mean w (fun i => p i ⬝ᵥ p i) / 3 := by
  rw [mean_surfaceEnergy w p hz, div_eq_div_iff (by positivity) (by positivity)]
  constructor
  · intro h
    have h1 : (3 * mean w (fun i => p i 2 ^ 2) - mean w (fun i => p i ⬝ᵥ p i)) * z ^ 3 = 0 := by
      linear_combination (-1 / 4) * h
    have h2 := (mul_eq_zero.1 h1).resolve_right (by positivity)
    linarith
  · intro h
    linear_combination (-12 * z ^ 3) * h
```

If all three second moments are equal, as they are for a dipole with no preferred direction, then
$$\langle|p|^2\rangle=\langle p_0^2\rangle+\langle p_1^2\rangle+\langle p_2^2\rangle=3\langle p_2^2\rangle,$$
and therefore
$$\langle E\rangle=-\frac{\langle|p|^2\rangle}{12z^3}.$$
The hypotheses `h01` and `h12` state the equality of the moments. They are weaker than full rotational symmetry of the distribution, which would also make mixed moments such as $\langle p_0p_1\rangle$ vanish. A finite probability distribution of nonzero dipoles cannot have that full symmetry, but it can have equal second moments. The proof obtains the sum of moments as `hM` and passes the resulting one-third condition to the preceding equivalence.

```lean
/-- For a finite distribution of dipoles with equal second moments of the three components, the
mean energy at height `z` is `-⟨|p|²⟩/(12 z³)`. -/
theorem isotropic_surfaceEnergy {z : ℝ} (hz : 0 < z)
    (h01 : mean w (fun i => p i 0 ^ 2) = mean w (fun i => p i 1 ^ 2))
    (h12 : mean w (fun i => p i 1 ^ 2) = mean w (fun i => p i 2 ^ 2)) :
    mean w (fun i => surfaceEnergy (p i) z) =
      -mean w (fun i => p i ⬝ᵥ p i) / (12 * z ^ 3) := by
  have hM : mean w (fun i => p i ⬝ᵥ p i) = mean w (fun i => p i 0 ^ 2) +
      mean w (fun i => p i 1 ^ 2) + mean w (fun i => p i 2 ^ 2) := by
    simp only [mean]
    rw [← Finset.sum_add_distrib, ← Finset.sum_add_distrib]
    refine Finset.sum_congr rfl fun i _ => ?_
    rw [dot3]
    ring
  refine (mean_eq_twelfth_iff w p hz).2 ?_
  linarith
```

Three configurations are enough to realise equal moments. Let a dipole of size $|a|$ point along each coordinate axis with probability $1/3$. In configuration $i$, the vector `Pi.single i a` has component $a$ in position $i$ and zeros elsewhere. For every component $k$, only the configuration $i=k$ contributes, so
$$\langle p_k^2\rangle=\tfrac13a^2.$$
Here $\langle|p|^2\rangle=a^2$, and the mean energy is $-a^2/(12z^3)$. The final theorem checks the second moments by going through the three values of $k$.

```lean
/-- A dipole with component `a` along one of the three axes and zero along the other two, each axis
being chosen with probability `1/3`, has second moment `a²/3` in every component. -/
theorem isotropic_witness (a : ℝ) (k : Fin 3) :
    mean (fun _ : Fin 3 => 1 / 3) (fun i => (Pi.single i a : Fin 3 → ℝ) k ^ 2) = a ^ 2 / 3 := by
  fin_cases k <;> simp [mean, Pi.single_apply] <;> ring

end

end AtomSurface
```

```lean
#print axioms AtomSurface.grounded_iff_image
#print axioms AtomSurface.half_energy_gives_force
#print axioms AtomSurface.orientation_bounds
#print axioms AtomSurface.isotropic_surfaceEnergy
```

```
'AtomSurface.grounded_iff_image' depends on axioms: [propext, Classical.choice, Quot.sound]
'AtomSurface.half_energy_gives_force' depends on axioms: [propext, Classical.choice, Quot.sound]
'AtomSurface.orientation_bounds' depends on axioms: [propext, Classical.choice, Quot.sound]
'AtomSurface.isotropic_surfaceEnergy' depends on axioms: [propext, Classical.choice, Quot.sound]
```
